# Loop holonomy $e^{i\pi(1-m/\sqrt{r^2+m^2})}$ of the upper band of a two-level cone gapped by spin-orbit coupling

For real $r\neq0$, $m$ and an angle $t$, let $H(t)=r\cos t\,\sigma_x+r\sin t\,\sigma_y+m\,\sigma_z$ act on $\mathbb C^2$ with $\langle u,v\rangle=\bar u_0v_0+\bar u_1v_1$, and call a $C^1$ map $\psi:\mathbb R\to\mathbb C^2$ a band path of real energy $\varepsilon$ if $\langle\psi,\psi\rangle=1$ and $H(t)\psi(t)=\varepsilon\psi(t)$ for all $t$. Its connection is $A(t)=\langle\psi,\psi'\rangle$, with no factor $i$, and for $2\pi$-periodic $\psi$ its holonomy is $\exp\int_0^{2\pi}A\,dt$, the complex conjugate of the adiabatic geometric phase factor $\exp(-\int_0^{2\pi}A\,dt)$.

In Lean 4 with Mathlib:

```lean
import Mathlib

open Complex Matrix Filter Topology
open scoped Real

namespace GappedConeHolonomy

noncomputable section

/-- Pauli matrix σx. -/
def σx : Matrix (Fin 2) (Fin 2) ℂ := !![0, 1; 1, 0]

/-- Pauli matrix σy. -/
def σy : Matrix (Fin 2) (Fin 2) ℂ := !![0, -I; I, 0]

/-- Pauli matrix σz. -/
def σz : Matrix (Fin 2) (Fin 2) ℂ := !![1, 0; 0, -1]

/-- Cone Hamiltonian `r cos t σx + r sin t σy + m σz` with spin-orbit term `m`. -/
def ham (r m t : ℝ) : Matrix (Fin 2) (Fin 2) ℂ :=
  ((r * Real.cos t : ℝ) : ℂ) • σx + ((r * Real.sin t : ℝ) : ℂ) • σy + (m : ℂ) • σz

/-- `ψ` is a C¹ family of unit eigenvectors of the cone Hamiltonian with energy `ε`. -/
structure IsBandPath (r m ε : ℝ) (ψ : ℝ → Fin 2 → ℂ) : Prop where
  smooth : ContDiff ℝ 1 ψ
  unit : ∀ t, star (ψ t) ⬝ᵥ ψ t = 1
  eigen : ∀ t, ham r m t *ᵥ ψ t = (ε : ℂ) • ψ t

/-- The connection `⟨ψ, ψ'⟩`. -/
def connection (ψ : ℝ → Fin 2 → ℂ) (t : ℝ) : ℂ := star (ψ t) ⬝ᵥ deriv ψ t

/-- The exponential of the integral of `⟨ψ, ψ'⟩` from `0` to `2π`. -/
def holonomy (ψ : ℝ → Fin 2 → ℂ) : ℂ := exp (∫ t in (0 : ℝ)..(2 * π), connection ψ t)

/-- The amplitude ratio `c = (ε - m) / r`. -/
def ratio (r m ε : ℝ) : ℝ := (ε - m) / r

/-- The state `(4/5 e^{-it}, 3/5)`. -/
def sample (t : ℝ) : Fin 2 → ℂ := ![4 / 5 * exp (-(t * I)), 3 / 5]

/-- Matrix form of the cone Hamiltonian. -/
theorem ham_eq (r m t : ℝ) :
    ham r m t = !![(m : ℂ), r * exp (-(t * I)); r * exp (t * I), -(m : ℂ)] := by
  have h1 : exp (t * I) = Complex.cos t + Complex.sin t * I := exp_mul_I _
  have h2 : exp (-(t * I)) = Complex.cos t - Complex.sin t * I := by
    rw [← neg_mul, exp_mul_I, Complex.cos_neg, Complex.sin_neg]; ring
  rw [h1, h2]
  ext i j
  fin_cases i <;> fin_cases j <;> simp [ham, σx, σy, σz] <;> ring

/-- For `r ≠ 0` and `c = ratio r m ε`, a unit eigenvector `(a, b)` of energy `ε` has `b = c e^{it}
a`, `ε² = r² + m²` and `(1 + c²)|a|² = 1`. -/
theorem eigenvector_form {r m ε t : ℝ} (hr : r ≠ 0) {v : Fin 2 → ℂ} (hn : star v ⬝ᵥ v = 1)
    (h : ham r m t *ᵥ v = (ε : ℂ) • v) :
    v 1 = ratio r m ε * exp (t * I) * v 0 ∧ ε ^ 2 = r ^ 2 + m ^ 2 ∧
      (1 + (ratio r m ε : ℂ) ^ 2) * (star (v 0) * v 0) = 1 := by
  have hr' : (r : ℂ) ≠ 0 := ofReal_ne_zero.2 hr
  have hee : exp (t * I) * exp (-(t * I)) = 1 := by rw [← exp_add]; simp
  have hse : star (exp (t * I)) = exp (-(t * I)) := by
    rw [Complex.star_def, ← Complex.exp_conj]; simp
  have hsc : star (ratio r m ε : ℂ) = ratio r m ε := Complex.conj_ofReal _
  have hc : (ratio r m ε : ℂ) * r = ε - m := by
    have : ratio r m ε * r = ε - m := by unfold ratio; field_simp
    exact_mod_cast this
  have h0 : (m : ℂ) * v 0 + r * exp (-(t * I)) * v 1 = ε * v 0 := by
    simpa [ham_eq, Matrix.mulVec, dotProduct, Fin.sum_univ_two] using congrFun h 0
  have h1 : r * exp (t * I) * v 0 + -(m : ℂ) * v 1 = ε * v 1 := by
    simpa [ham_eq, Matrix.mulVec, dotProduct, Fin.sum_univ_two] using congrFun h 1
  -- the first row fixes the lower component
  have hb : v 1 = ratio r m ε * exp (t * I) * v 0 := by
    apply mul_right_cancel₀ hr'
    linear_combination exp (t * I) * h0 - r * v 1 * hee - exp (t * I) * v 0 * hc
  simp only [dotProduct, Fin.sum_univ_two, Pi.star_apply] at hn
  rw [hb, star_mul', star_mul', hse, hsc] at hn
  have hN : (1 + (ratio r m ε : ℂ) ^ 2) * (star (v 0) * v 0) = 1 := by
    linear_combination hn - (ratio r m ε : ℂ) ^ 2 * (star (v 0) * v 0) * hee
  have ha : v 0 ≠ 0 := by
    intro h'; rw [h'] at hN; simp at hN
  -- the second row fixes the energy
  have hE : (ε : ℂ) ^ 2 = r ^ 2 + m ^ 2 := by
    apply mul_right_cancel₀ (mul_ne_zero (exp_ne_zero (t * I)) ha)
    linear_combination (-(r : ℂ)) * h1 - r * (ε + m) * hb - (ε + m) * exp (t * I) * v 0 * hc
  exact ⟨hb, by exact_mod_cast hE, hN⟩

/-- For `r ≠ 0`, along a band path with upper component `a`, `⟨ψ, ψ'⟩ = a'/a + i(1 - m/ε)/2`. -/
theorem connection_eq {r m ε : ℝ} (hr : r ≠ 0) {ψ : ℝ → Fin 2 → ℂ} (h : IsBandPath r m ε ψ)
    (t : ℝ) : connection ψ t = deriv ψ t 0 / ψ t 0 + I * (1 - m / ε) / 2 := by
  obtain ⟨hb, hE, hN⟩ := eigenvector_form hr (h.unit t) (h.eigen t)
  have hr2 : 0 < r ^ 2 := lt_of_le_of_ne (sq_nonneg r) (pow_ne_zero 2 hr).symm
  have hε : (ε : ℂ) ≠ 0 := ofReal_ne_zero.2 (by
    intro h'; rw [h'] at hE; nlinarith [sq_nonneg m])
  have hE' : (ε : ℂ) ^ 2 = r ^ 2 + m ^ 2 := by exact_mod_cast hE
  have ha : ψ t 0 ≠ 0 := by
    intro h'; rw [h'] at hN; simp at hN
  have hee : exp (t * I) * exp (-(t * I)) = 1 := by rw [← exp_add]; simp
  have hse : star (exp (t * I)) = exp (-(t * I)) := by
    rw [Complex.star_def, ← Complex.exp_conj]; simp
  have hsc : star (ratio r m ε : ℂ) = ratio r m ε := Complex.conj_ofReal _
  have hc : (ratio r m ε : ℂ) * r = ε - m := by
    have : ratio r m ε * r = ε - m := by unfold ratio; field_simp
    exact_mod_cast this
  have hcr : (ratio r m ε : ℂ) * (ε + m) = r := by
    apply mul_right_cancel₀ (ofReal_ne_zero.2 hr)
    linear_combination (ε + m) * hc + hE'
  have hw : (m : ℂ) / ε * ε = m := by field_simp
  have hq : deriv ψ t 0 / ψ t 0 * ψ t 0 = deriv ψ t 0 := by field_simp
  -- weight of the upper component
  have hna : star (ψ t 0) * ψ t 0 = (1 + m / ε) / 2 := by
    apply mul_left_cancel₀ hε
    linear_combination (1 / 2) * ((ε + m) * hN - star (ψ t 0) * ψ t 0 * ratio r m ε * hcr
      - star (ψ t 0) * ψ t 0 * hc) - (1 / 2) * hw
  -- differentiate b = c e^{it} a
  have hd := hasDerivAt_pi.1 ((contDiff_one_iff_deriv.1 h.smooth).1 t).hasDerivAt
  have he : HasDerivAt (fun s : ℝ => exp (s * I)) (exp (t * I) * I) t := by
    simpa only [one_mul] using ((hasDerivAt_id' (x := (t : ℂ))).mul_const I).cexp.comp_ofReal
  have hb' : deriv ψ t 1 = ratio r m ε * (exp (t * I) * I) * ψ t 0
      + ratio r m ε * exp (t * I) * deriv ψ t 0 := by
    apply (hd 1).unique
    rw [show (fun s => ψ s 1) = fun s : ℝ => ratio r m ε * exp (s * I) * ψ s 0 from
      funext fun s => (eigenvector_form hr (h.unit s) (h.eigen s)).1]
    exact (he.const_mul (ratio r m ε : ℂ)).fun_mul (hd 0)
  simp only [connection, dotProduct, Fin.sum_univ_two, Pi.star_apply]
  rw [hb', hb, star_mul', star_mul', hse, hsc]
  linear_combination (ratio r m ε : ℂ) ^ 2 * star (ψ t 0) * (ψ t 0 * I + deriv ψ t 0) * hee
    - star (ψ t 0) * (1 + (ratio r m ε : ℂ) ^ 2) * hq + (deriv ψ t 0 / ψ t 0 + I) * hN - I * hna

/-- For a nowhere vanishing C¹ amplitude, `exp(∫₀ᵀ a'/a) a(0) = a(T)`. -/
theorem exp_integral_logDeriv {a a' : ℝ → ℂ} (h : ∀ t, HasDerivAt a (a' t) t)
    (hf : Continuous a') (hne : ∀ t, a t ≠ 0) (T : ℝ) :
    exp (∫ s in (0 : ℝ)..T, a' s / a s) * a 0 = a T := by
  have hca : Continuous a := continuous_iff_continuousAt.2 fun t => (h t).continuousAt
  have hq : Continuous fun s => a' s / a s := hf.div hca hne
  have hG : ∀ t, HasDerivAt (fun u : ℝ => exp (∫ s in (0 : ℝ)..u, a' s / a s) / a u) 0 t := by
    intro t
    have hF : HasDerivAt (fun u : ℝ => ∫ s in (0 : ℝ)..u, a' s / a s) (a' t / a t) t :=
      intervalIntegral.integral_hasDerivAt_right (hq.intervalIntegrable _ _)
        (hq.stronglyMeasurableAtFilter _ _) hq.continuousAt
    have hc : a' t / a t * a t = a' t := by have := hne t; field_simp
    refine (hF.cexp.fun_div (h t) (hne t)).congr_deriv ?_
    simp only [mul_assoc, hc, sub_self, zero_div]
  have hd : Differentiable ℝ fun u : ℝ => exp (∫ s in (0 : ℝ)..u, a' s / a s) / a u :=
    fun t => (hG t).differentiableAt
  have := is_const_of_deriv_eq_zero hd (fun t => (hG t).deriv) T 0
  simp only [intervalIntegral.integral_same, exp_zero] at this
  rwa [div_eq_div_iff (hne T) (hne 0), one_mul] at this

/-- Open arc of a band path, for `r ≠ 0`: `exp(∫₀ᵀ ⟨ψ, ψ'⟩) a(0) = exp(iT(1 - m/ε)/2) a(T)` for the
upper component `a`. -/
theorem open_path {r m ε : ℝ} (hr : r ≠ 0) {ψ : ℝ → Fin 2 → ℂ} (h : IsBandPath r m ε ψ)
    (T : ℝ) : exp (∫ t in (0 : ℝ)..T, connection ψ t) * ψ 0 0
      = exp (T * (I * (1 - m / ε) / 2)) * ψ T 0 := by
  obtain ⟨hd, hc⟩ := contDiff_one_iff_deriv.1 h.smooth
  have ha : ∀ t, ψ t 0 ≠ 0 := fun t h' => by
    have hN := (eigenvector_form hr (h.unit t) (h.eigen t)).2.2
    rw [h'] at hN; simp at hN
  have hc' : Continuous fun t => deriv ψ t 0 := (continuous_apply 0).comp hc
  have hca : Continuous fun t => ψ t 0 := (continuous_apply 0).comp hd.continuous
  have hq : Continuous fun t => deriv ψ t 0 / ψ t 0 := hc'.div hca ha
  have key : exp (∫ s in (0 : ℝ)..T, deriv ψ s 0 / ψ s 0) * ψ 0 0 = ψ T 0 :=
    exp_integral_logDeriv (a := fun t => ψ t 0) (a' := fun t => deriv ψ t 0)
      (fun t => hasDerivAt_pi.1 (hd t).hasDerivAt 0) hc' ha T
  simp_rw [connection_eq hr h]
  rw [intervalIntegral.integral_add (hq.intervalIntegrable _ _)
    (continuous_const.intervalIntegrable _ _), intervalIntegral.integral_const, sub_zero,
    Complex.real_smul, exp_add]
  linear_combination exp (T * (I * (1 - m / ε) / 2)) * key

/-- For `r ≠ 0`, every 2π-periodic band path of energy `ε` has holonomy `exp(iπ(1 - m/ε))`. -/
theorem band_holonomy {r m ε : ℝ} (hr : r ≠ 0) {ψ : ℝ → Fin 2 → ℂ} (h : IsBandPath r m ε ψ)
    (hp : Function.Periodic ψ (2 * π)) : holonomy ψ = exp (π * I * (1 - m / ε)) := by
  have key := open_path hr h (2 * π)
  have h0 := hp 0
  rw [zero_add] at h0
  have ha : ψ 0 0 ≠ 0 := fun h' => by
    have hN := (eigenvector_form hr (h.unit 0) (h.eigen 0)).2.2
    rw [h'] at hN; simp at hN
  rw [h0] at key
  rw [holonomy, mul_right_cancel₀ ha key]
  congr 1
  push_cast
  ring

/-- For `r ≠ 0`, every C¹ 2π-periodic unit eigenvector of energy `√(r² + m²)` has holonomy `exp(iπ(1
- m/√(r² + m²)))`. -/
theorem upper_band_holonomy {r m : ℝ} (hr : r ≠ 0) {ψ : ℝ → Fin 2 → ℂ}
    (h : IsBandPath r m (Real.sqrt (r ^ 2 + m ^ 2)) ψ) (hp : Function.Periodic ψ (2 * π)) :
    holonomy ψ = exp (π * I * (1 - m / (Real.sqrt (r ^ 2 + m ^ 2) : ℝ))) :=
  band_holonomy hr h hp

/-- For `r ≠ 0`, the holonomies of periodic band paths of energies `ε` and `-ε` multiply to one. -/
theorem two_bands {r m ε : ℝ} (hr : r ≠ 0) {ψ φ : ℝ → Fin 2 → ℂ} (h : IsBandPath r m ε ψ)
    (h' : IsBandPath r m (-ε) φ) (hp : Function.Periodic ψ (2 * π))
    (hp' : Function.Periodic φ (2 * π)) : holonomy ψ * holonomy φ = 1 := by
  have hsum : (π : ℂ) * I * (1 - m / ε) + π * I * (1 - m / ((-ε : ℝ) : ℂ)) = 2 * π * I := by
    rw [ofReal_neg, div_neg]
    ring
  rw [band_holonomy hr h hp, band_holonomy hr h' hp', ← exp_add, hsum, exp_two_pi_mul_I]

/-- For `r ≠ 0` and any choice of periodic upper-band path at each `m > 0`, the holonomy tends to
`-1` as `m → 0⁺`. -/
theorem holonomy_tendsto {r : ℝ} (hr : r ≠ 0) (ψ : ℝ → ℝ → Fin 2 → ℂ)
    (h : ∀ m > 0, IsBandPath r m (Real.sqrt (r ^ 2 + m ^ 2)) (ψ m))
    (hp : ∀ m > 0, Function.Periodic (ψ m) (2 * π)) :
    Tendsto (fun m => holonomy (ψ m)) (𝓝[>] 0) (𝓝 (-1)) := by
  have hr2 : 0 < r ^ 2 := lt_of_le_of_ne (sq_nonneg r) (pow_ne_zero 2 hr).symm
  have hden : ∀ m : ℝ, ((Real.sqrt (r ^ 2 + m ^ 2) : ℝ) : ℂ) ≠ 0 := fun m =>
    ofReal_ne_zero.2 (Real.sqrt_pos.2 (add_pos_of_pos_of_nonneg hr2 (sq_nonneg m))).ne'
  have hc : Continuous fun m : ℝ =>
      exp (π * I * (1 - m / (Real.sqrt (r ^ 2 + m ^ 2) : ℝ))) := by
    fun_prop (disch := assumption)
  have := hc.tendsto 0
  simp only [ofReal_zero, zero_div, sub_zero, mul_one, exp_pi_mul_I] at this
  refine (this.mono_left nhdsWithin_le_nhds).congr' ?_
  filter_upwards [self_mem_nhdsWithin] with m hm
  exact (upper_band_holonomy hr (h m hm) (hp m hm)).symm

/-- `(4/5 e^{-it}, 3/5)` is a periodic upper-band path for `r = 24`, `m = 7`. -/
theorem band_witness :
    IsBandPath 24 7 (Real.sqrt (24 ^ 2 + 7 ^ 2)) sample ∧ Function.Periodic sample (2 * π) := by
  rw [show (24 : ℝ) ^ 2 + 7 ^ 2 = 25 ^ 2 by norm_num, Real.sqrt_sq (by norm_num)]
  have hee : ∀ t : ℝ, exp (t * I) * exp (-(t * I)) = 1 := fun t => by rw [← exp_add]; simp
  refine ⟨⟨?_, fun t => ?_, fun t => ?_⟩, fun t => ?_⟩
  · have h0 : ContDiff ℝ 1 fun t : ℝ => 4 / 5 * exp (-(t * I)) :=
      contDiff_const.mul (ofRealCLM.contDiff.mul contDiff_const).neg.cexp
    have h1 : ContDiff ℝ 1 fun _ : ℝ => (3 / 5 : ℂ) := contDiff_const
    exact contDiff_pi.2 (Fin.forall_fin_two.2 ⟨h0, h1⟩)
  · have hse : star (exp (-(t * I))) = exp (t * I) := by
      rw [Complex.star_def, ← Complex.exp_conj]; simp
    simp only [dotProduct, Fin.sum_univ_two, Pi.star_apply]
    show star (4 / 5 * exp (-(t * I))) * (4 / 5 * exp (-(t * I)))
      + star (3 / 5 : ℂ) * (3 / 5) = 1
    rw [star_mul', hse, show star (4 / 5 : ℂ) = 4 / 5 by simp,
      show star (3 / 5 : ℂ) = 3 / 5 by simp]
    linear_combination (16 / 25) * hee t
  · rw [ham_eq]
    ext i
    fin_cases i
    · simp [sample, Matrix.mulVec, dotProduct, Fin.sum_univ_two]
      ring
    · simp [sample, Matrix.mulVec, dotProduct, Fin.sum_univ_two]
      linear_combination (96 / 5) * hee t
  · unfold sample
    rw [show -(((t + 2 * π : ℝ) : ℂ) * I) = -(t * I) - 2 * π * I by push_cast; ring,
      exp_sub, exp_two_pi_mul_I, div_one]

end

end GappedConeHolonomy
```

```lean
#print axioms GappedConeHolonomy.upper_band_holonomy
#print axioms GappedConeHolonomy.two_bands
#print axioms GappedConeHolonomy.holonomy_tendsto
```

```
'GappedConeHolonomy.upper_band_holonomy' depends on axioms: [propext, Classical.choice, Quot.sound]
'GappedConeHolonomy.two_bands' depends on axioms: [propext, Classical.choice, Quot.sound]
'GappedConeHolonomy.holonomy_tendsto' depends on axioms: [propext, Classical.choice, Quot.sound]
```

## What holds for closed loops

`IsBandPath r m ε ψ` collects the three conditions, `star u ⬝ᵥ v` is $\langle u,v\rangle$, and `ψ t 0`, `ψ t 1` are the components $a(t)=\psi_0(t)$, $b(t)=\psi_1(t)$. By `band_holonomy`, every $2\pi$-periodic band path has holonomy $e^{i\pi(1-m/\varepsilon)}$; the phase of $\psi(t)$ is left free, and $m$ may have either sign or vanish. `upper_band_holonomy` is the case $\varepsilon=\sqrt{r^2+m^2}$, and `two_bands` states that the holonomies at $\varepsilon$ and $-\varepsilon$ multiply to $1$. `holonomy_tendsto` takes one periodic upper-band path for each $m>0$, with no continuity in $m$ assumed, and gives the limit $-1$ as $m\to0^+$. `band_witness` exhibits the periodic path $(\tfrac45e^{-it},\tfrac35)$ for $r=24$, $m=7$, $\varepsilon=25$, where the formula gives $e^{18\pi i/25}$. Existence at other parameters is not among the theorems.

## The cone and its gap

Two electronic states are coupled linearly to two nuclear displacements, as in the linear $E\otimes e$ Jahn-Teller model: $t$ is the polar angle in the displacement plane and $r$ the coupling constant times the radius, so $r\neq0$ keeps the loop off the apex. The basis states are the complex combinations $(|x\rangle\pm i|y\rangle)/\sqrt2$ of a real degenerate pair $|x\rangle,|y\rangle$; a spin-orbit term, which is imaginary and off-diagonal between the real states, is diagonal in this basis. The constant $m$ is postulated. It stands for a spin-orbit term within one spin component, independent of the displacements, which opens a gap $2|m|$ at the apex. In this two-state linear model on a circular loop, the factor $-1$ of a conical intersection turns into a phase that varies continuously with $m/|r|$. Nuclear motion, the adiabatic approximation, quadratic coupling and non-circular loops are absent. The adiabatic geometric phase factor is $\exp(-\int A)$, the complex conjugate of `holonomy`.

## Eliminating the lower component

Adding the Pauli matrices gives
$$H(t)=\begin{pmatrix}m&re^{-it}\\ re^{it}&-m\end{pmatrix},$$
which is `ham_eq`. The first row of the eigenvalue equation, $ma+re^{-it}b=\varepsilon a$, gives $b=c\,e^{it}a$ with $c=(\varepsilon-m)/r$, the real number `ratio r m ε`. Normalisation becomes $(1+c^2)|a|^2=1$, so $a\neq0$. The second row, $re^{it}a=(\varepsilon+m)b$, reduces after cancelling $e^{it}a$ to $r=c(\varepsilon+m)$, that is $\varepsilon^2=r^2+m^2$. These are `hb`, `hN` and `hE` in `eigenvector_form`; for `hb` and `hE`, `linear_combination` proves the identity multiplied by a nonzero factor that `mul_right_cancel₀` removes.

Hence $\varepsilon\neq0$, $c^2=(\varepsilon-m)/(\varepsilon+m)$, $1+c^2=2\varepsilon/(\varepsilon+m)$ and $|a|^2=(1+m/\varepsilon)/2$, which is `hna`. Since $c$ does not depend on $t$, $b'=c\,e^{it}(ia+a')$, and
$$A=\bar aa'+\bar bb'=(1+c^2)|a|^2\,\frac{a'}{a}+ic^2|a|^2=\frac{a'}{a}+i\,(1-|a|^2)=\frac{a'}{a}+\frac i2\Big(1-\frac m\varepsilon\Big).$$
In `connection_eq`, `hb'` obtains $b'$ by rewriting $b$ as the function $c\,e^{it}a$, applying the product rule and using uniqueness of derivatives.

## Integrating the gauge term

All phase freedom sits in $a'/a$. Put $F(u)=\int_0^u a'/a\,ds$, defined because $a'$ is continuous and $a$ never vanishes. Then
$$\frac{d}{du}\frac{e^{F}}{a}=\frac{e^{F}(a'/a)\,a-e^{F}a'}{a^2}=0,$$
so $e^{F(T)}/a(T)=1/a(0)$ for every real $T$. No branch of the logarithm is chosen, and $a$ may wind around the origin. `exp_integral_logDeriv` follows this: `hF` is the fundamental theorem of calculus, `hG` the quotient rule, and `is_const_of_deriv_eq_zero` compares $T$ with $0$. Splitting the integral of $A$ gives `open_path`,
$$e^{\int_0^TA\,dt}\,a(0)=e^{iT(1-m/\varepsilon)/2}\,a(T).$$
At $T=2\pi$ periodicity gives $a(2\pi)=a(0)\neq0$, which cancels and leaves `band_holonomy`. For $\pm\varepsilon$ the exponents add to $i\pi(1-m/\varepsilon)+i\pi(1+m/\varepsilon)=2\pi i$ (`hsum`). For the limit, $m\mapsto e^{i\pi(1-m/\sqrt{r^2+m^2})}$ is continuous as $r^2+m^2>0$ (`hc`, `hden`), equals $e^{i\pi}=-1$ at $m=0$, and agrees with the holonomy at each $m>0$. The witness proof checks $\tfrac{16}{25}+\tfrac9{25}=1$ and the rows $7\cdot\tfrac45+24\cdot\tfrac35=25\cdot\tfrac45$ and $24\cdot\tfrac45-7\cdot\tfrac35=25\cdot\tfrac35$.

## Overlap products and parallel transport

What follows is ordinary argument that none of the theorems above states. A program diagonalises $H$ at $t_k=2\pi k/N$, $k=0,\dots,N-1$, receives unit eigenvectors $\psi_k$ of one fixed band with arbitrary phases, and forms $\prod_{k=0}^{N-1}\langle\psi_k,\psi_{k+1}\rangle$ with $\psi_N$ set equal to $\psi_0$. Each phase occurs once in a bra and once in a ket and cancels, and in a smooth periodic gauge each overlap is $1+A(t_k)\,2\pi/N$ to first order, so the product tends to the holonomy as $N\to\infty$. Reusing $\psi_0$ plays the part of `Function.Periodic`.

A statement built on parallel transport would replace periodicity by $A=0$. The integral is then trivial and the phase moves to the endpoints: the open-arc formula gives $a(2\pi)=e^{-i\pi(1-m/\varepsilon)}a(0)$, and $b=c\,e^{it}a$ extends this to $\psi(2\pi)=e^{-i\pi(1-m/\varepsilon)}\psi(0)$. At $m=0$, $r>0$, for the upper band $\varepsilon=r$, this is the sign change of $(e^{-it/2},e^{it/2})/\sqrt2$. That version fixes the gauge up to a constant, whereas the periodic one ranges over all $C^1$ single-valued gauges.
